# With L unit lower triangular and D diagonal, each pivot of LDLᵀ is a ratio of consecutive leading minors if the earlier minor is nonzero

## Can the pivots be read off from determinants?

Should a theorem about pivots start from the elimination algorithm, or from a factorization that is already there? I would take the second: a real $n\times n$ matrix is given as $A = LDL^T$, with $L$ unit lower triangular and $D$ diagonal, and nothing is said about how the factors were computed.

My claim is then that the leading $k\times k$ minor of $A$ is the product of the first $k$ pivots, so that a pivot is the ratio of two consecutive minors whenever the earlier one is nonzero. I meet such factorizations when I check overlap matrices for near linear dependence, and I know the argument only as a quick remark about determinants. Can it be made rigorous and machine-checked, including what happens when a minor vanishes?

## Leading blocks factor on their own

Taking the factorization as given works well, because the whole argument rests on the shape of $L$. The pivots are the diagonal entries of $D$. Count rows, columns and pivots from zero, so that the pivots are $d_0,\dots,d_{n-1}$. Let $M_k$ be the determinant of the upper left $k\times k$ block of $A$, with $M_0=1$ for the empty block. The entries of $A$ are

$$A_{ij}=\sum_{m=0}^{n-1} L_{im}\,d_m\,L_{jm}.$$

Take $i,j<k$. If $m\ge k$, then $i<m$, so $L_{im}=0$ and the term vanishes. Only $m<k$ contributes, which means that the leading blocks satisfy

$$A_{(k)}=L_{(k)}\,D_{(k)}\,L_{(k)}^T .$$

The block $L_{(k)}$ is again unit lower triangular, and the determinant of a triangular matrix is the product of its diagonal entries, so $\det L_{(k)}=1$. Therefore

$$M_k=\det L_{(k)}\,\det D_{(k)}\,\det L_{(k)}^T=\prod_{i<k}d_i .$$

For $k<n$, the product for $M_{k+1}$ has one more factor than the product for $M_k$:

$$M_{k+1}=M_k\,d_k,\qquad\text{so}\qquad d_k=\frac{M_{k+1}}{M_k}\quad\text{if } M_k\neq0 .$$

For an overlap matrix, $M_k\ne0$ says that the first $k$ basis functions are linearly independent. If a finite real overlap matrix of linearly independent functions is factored exactly and without reordering, $d_k$ is the squared norm of the part of function $k$ that is orthogonal to the functions before it. If the functions are normalized, a pivot much smaller than one therefore signals near linear dependence; otherwise $d_k$ has to be compared with the squared norm of function $k$, which is the diagonal entry $A_{kk}$.

## Vanishing minors still leave the pivots unique

For $A=\mathrm{diag}(0,t)$ with $L=1$, the pivots are $0$ and $t$, while $M_1=M_2=0$ for every $t$. The minors carry no information about $t$, but the matrix does.

In general, suppose $LDL^T=L'D'L'^T$ with both $L$ and $L'$ unit lower triangular. The columns of $LD$ and $L'D'$ agree, one after another. Assume that $L_{im}d_m=L'_{im}d'_m$ for all $i$ and all $m<k$. Setting $i=m$ gives $d_m=d'_m$. In the entry $(i,k)$ of the two products, each term with $m<k$ then agrees:

$$L_{im}d_mL_{km}=L'_{im}d_mL_{km}=L'_{im}d_mL'_{km}=L'_{im}d'_mL'_{km}.$$

Terms with $m>k$ vanish because $L_{km}=L'_{km}=0$. What remains is the term $m=k$, and since $L_{kk}=L'_{kk}=1$ it reads $L_{ik}d_k=L'_{ik}d'_k$. This completes the induction, and $i=k$ gives $d_k=d'_k$. No division has occurred.

## Positive pivots, positive minors and the quadratic form

Put $y=L^Tx$. Then

$$x^TAx=y^TDy=\sum_i d_i\,y_i^2 .$$

Since $\det L^T=1$, the map $x\mapsto y$ is invertible. If all pivots are positive and $x\ne0$, then $y\neq0$ and the sum is positive. Conversely, if the form is positive on nonzero vectors, choose $x$ with $L^Tx=e_k$, the $k$-th unit vector. This $x$ is nonzero, and the form has the value $d_k$ there, so $d_k>0$.

Positive pivots have positive products, so every $M_k$ is positive. In the other direction, if all minors are positive, $M_{k+1}=M_kd_k$ forces $d_k>0$. Sylvester's criterion makes the corresponding statement for every real symmetric matrix; the equivalence here is for matrices already written as $LDL^T$. To derive the general case from it, one would still have to show that the factors exist whenever either side of the equivalence holds.

## What the Lean statements say

The type `Fin n` holds the indices $0,\dots,n-1$, and a matrix is a function of two such indices with real values. `IsUnitLower L` has two fields: `diag` puts ones on the diagonal, and `upper` puts zeros where the row index is smaller than the column index. The pivots are a function `d : Fin n → ℝ`, and `ldl L d` is the product $LDL^T$. The matrix $A$ has no name of its own: it appears as `ldl L d`, which makes it symmetric by construction.

In `leadingMinor A k hk`, the size `k` is a natural number and `hk` is the proof that $k\le n$. The map `Fin.castLE hk` sends an index of the small block to the same index in the full matrix. The main statements are these, and all of them assume that the triangular factors satisfy `IsUnitLower`, even where the comment above a theorem doesn't repeat it:

- `leadingMinor_ldl` says that $M_k=\prod_{i<k}d_i$ for every $k\le n$, including $k=0$.
- `pivot_eq_ratio` says that $d_k=M_{k+1}/M_k$ for every pivot index $k$ with $M_k\ne0$. The later minor may be zero.
- `pivots_unique` says that two factorizations of the same matrix have equal pivots. It makes no claim that $L=L'$.
- `posDef_iff_pivots_pos` and `posDef_iff_minors_pos` state the two equivalences, with positive definiteness written out as $x^TAx>0$ for all $x\neq0$.

The statements concern exact real arithmetic. Rounding errors, complex Hermitian matrices, row and column exchanges, and block-diagonal $D$ with $2\times2$ blocks are not covered, and neither is the existence of a factorization.

The conditions on $L$ do real work. Take

$$L=\begin{pmatrix}1&1\\0&1\end{pmatrix},\qquad d=(1,1),\qquad LDL^T=\begin{pmatrix}2&1\\1&1\end{pmatrix}.$$

The diagonal of $L$ is still one, but there is a nonzero entry above it. Now $M_1/M_0=2$, while $d_0=1$, so the ratio formula fails at the first pivot.

A different model would start from a symmetric matrix $A$ with $M_1,\dots,M_{n-1}$ all nonzero and construct $L$ and $D$ by elimination. That would add existence to the result, at the price of excluding matrices such as $\mathrm{diag}(0,t)$, to which the product formula and the uniqueness theorem apply here.

```lean
import Mathlib

open Matrix

namespace LDLPivots

noncomputable section

variable {n : ℕ}

/-- A unit lower triangular matrix: ones on the diagonal and zeros above it. -/
structure IsUnitLower (L : Matrix (Fin n) (Fin n) ℝ) : Prop where
  diag : ∀ i, L i i = 1
  upper : ∀ i j, i < j → L i j = 0

/-- The product `L D Lᵀ`, where `D` is the diagonal matrix of the pivots `d`. -/
def ldl (L : Matrix (Fin n) (Fin n) ℝ) (d : Fin n → ℝ) : Matrix (Fin n) (Fin n) ℝ :=
  L * diagonal d * Lᵀ

/-- The `k`-th leading principal minor: the determinant of the upper left `k` by `k` block. -/
def leadingMinor (A : Matrix (Fin n) (Fin n) ℝ) (k : ℕ) (hk : k ≤ n) : ℝ :=
  (A.submatrix (Fin.castLE hk) (Fin.castLE hk)).det

/-- Each entry of `L D Lᵀ` is a sum over pivots. -/
theorem ldl_apply (L : Matrix (Fin n) (Fin n) ℝ) (d : Fin n → ℝ) (i j : Fin n) :
    ldl L d i j = ∑ m, L i m * d m * L j m := by
  rw [ldl, Matrix.mul_apply]
  simp only [Matrix.mul_diagonal, Matrix.transpose_apply]

/-- A unit lower triangular matrix has determinant one. -/
theorem det_unitLower {L : Matrix (Fin n) (Fin n) ℝ} (hL : IsUnitLower L) : L.det = 1 := by
  rw [Matrix.det_of_isLowerTriangular L
    (fun i j hij => hL.upper i j (OrderDual.toDual_lt_toDual.mp hij))]
  exact Finset.prod_eq_one fun i _ => hL.diag i

/-- The leading block of `L D Lᵀ` is built from the leading blocks of `L` and `D` alone. -/
theorem ldl_leading_block {L : Matrix (Fin n) (Fin n) ℝ} (hL : IsUnitLower L)
    (d : Fin n → ℝ) {k : ℕ} (hk : k ≤ n) :
    (ldl L d).submatrix (Fin.castLE hk) (Fin.castLE hk) =
      ldl (L.submatrix (Fin.castLE hk) (Fin.castLE hk)) (fun i => d (Fin.castLE hk i)) := by
  ext i j
  rw [Matrix.submatrix_apply, ldl_apply, ldl_apply]
  symm
  refine Fintype.sum_of_injective (Fin.castLE hk) (Fin.castLE_injective hk) _ _ ?_
    (fun _ => rfl)
  -- pivots outside the block meet a zero of `L`
  intro m hm
  have him : Fin.castLE hk i < m := by
    by_contra h
    apply hm
    have h' : m.val ≤ i.val := Fin.le_def.mp (not_lt.mp h)
    exact ⟨⟨m.val, lt_of_le_of_lt h' i.isLt⟩, Fin.ext rfl⟩
  simp [hL.upper _ _ him]

/-- The `k`-th leading principal minor of `L D Lᵀ` is the product of the first `k` pivots. -/
theorem leadingMinor_ldl {L : Matrix (Fin n) (Fin n) ℝ} (hL : IsUnitLower L)
    (d : Fin n → ℝ) (k : ℕ) (hk : k ≤ n) :
    leadingMinor (ldl L d) k hk = ∏ i : Fin k, d (Fin.castLE hk i) := by
  have hLk : IsUnitLower (L.submatrix (Fin.castLE hk) (Fin.castLE hk)) :=
    ⟨fun i => hL.diag _, fun i j hij => hL.upper _ _ (Fin.lt_def.mpr (Fin.lt_def.mp hij))⟩
  rw [leadingMinor, ldl_leading_block hL, ldl, det_mul, det_mul, det_transpose,
    det_unitLower hLk, det_diagonal, one_mul, mul_one]

/-- Enlarging the leading block by one row and column multiplies its minor by the new pivot. -/
theorem leadingMinor_succ {L : Matrix (Fin n) (Fin n) ℝ} (hL : IsUnitLower L)
    (d : Fin n → ℝ) (k : Fin n) :
    leadingMinor (ldl L d) (k + 1) (Nat.succ_le_of_lt k.isLt) =
      leadingMinor (ldl L d) k k.isLt.le * d k := by
  rw [leadingMinor_ldl hL, leadingMinor_ldl hL]
  exact Fin.prod_univ_castSucc
    (fun i : Fin (k.val + 1) => d (Fin.castLE (Nat.succ_le_of_lt k.isLt) i))

/-- A pivot is the ratio of consecutive leading minors when the earlier minor is nonzero. -/
theorem pivot_eq_ratio {L : Matrix (Fin n) (Fin n) ℝ} (hL : IsUnitLower L)
    (d : Fin n → ℝ) (k : Fin n) (h : leadingMinor (ldl L d) k k.isLt.le ≠ 0) :
    d k = leadingMinor (ldl L d) (k + 1) (Nat.succ_le_of_lt k.isLt) /
      leadingMinor (ldl L d) k k.isLt.le := by
  rw [leadingMinor_succ hL, mul_div_cancel_left₀ _ h]

/-- For the pivots `0, t` with `L = 1`, both nonempty leading minors vanish for every `t`. -/
theorem minors_vanish_for_every_second_pivot (t : ℝ) :
    leadingMinor (ldl (1 : Matrix (Fin 2) (Fin 2) ℝ) ![0, t]) 1 (by norm_num) = 0 ∧
      leadingMinor (ldl (1 : Matrix (Fin 2) (Fin 2) ℝ) ![0, t]) 2 le_rfl = 0 := by
  have h1 : IsUnitLower (1 : Matrix (Fin 2) (Fin 2) ℝ) :=
    ⟨fun i => Matrix.one_apply_eq i, fun i j h => Matrix.one_apply_ne h.ne⟩
  constructor
  · rw [leadingMinor_ldl h1]
    exact Finset.prod_eq_zero (Finset.mem_univ 0) rfl
  · rw [leadingMinor_ldl h1]
    exact Finset.prod_eq_zero (Finset.mem_univ 0) rfl

/-- Two factorizations `L D Lᵀ` of the same matrix have the same pivots. -/
theorem pivots_unique {L L' : Matrix (Fin n) (Fin n) ℝ} (hL : IsUnitLower L)
    (hL' : IsUnitLower L') {d d' : Fin n → ℝ} (h : ldl L d = ldl L' d') : d = d' := by
  -- each column of `L D` equals the same column of `L' D'`, by strong induction on its index
  have key : ∀ k : Fin n, ∀ i, L i k * d k = L' i k * d' k := by
    intro k
    induction k using WellFoundedLT.induction with
    | _ k ih =>
      intro i
      have hs : ∑ m, (L i m * d m * L k m - L' i m * d' m * L' k m) = 0 := by
        rw [Finset.sum_sub_distrib, ← ldl_apply L d i k, ← ldl_apply L' d' i k, h, sub_self]
      rw [Finset.sum_eq_single k] at hs
      · simp only [hL.diag k, hL'.diag k] at hs
        linarith
      · intro m _ hm
        rcases lt_or_gt_of_ne hm with hlt | hgt
        · have hi := ih m hlt i
          have hk := ih m hlt k
          have hd := ih m hlt m
          rw [hL.diag m, hL'.diag m, one_mul, one_mul] at hd
          rw [← hd] at hi hk ⊢
          linear_combination L k m * hi + L' i m * hk
        · simp [hL.upper k m hgt, hL'.upper k m hgt]
      · intro hk
        exact absurd (Finset.mem_univ k) hk
  funext k
  simpa [hL.diag, hL'.diag] using key k k

/-- The quadratic form of `L D Lᵀ` is a sum of squares weighted by the pivots. -/
theorem quadratic_form (L : Matrix (Fin n) (Fin n) ℝ) (d x : Fin n → ℝ) :
    x ⬝ᵥ (ldl L d *ᵥ x) = ∑ i, d i * (Lᵀ *ᵥ x) i ^ 2 := by
  rw [ldl, ← Matrix.mulVec_mulVec, ← Matrix.mulVec_mulVec, Matrix.dotProduct_mulVec,
    ← Matrix.mulVec_transpose]
  simp only [dotProduct, Matrix.mulVec_diagonal]
  exact Finset.sum_congr rfl fun i _ => by ring

/-- The quadratic form of `L D Lᵀ` is positive on nonzero vectors exactly when all pivots are
positive. -/
theorem posDef_iff_pivots_pos {L : Matrix (Fin n) (Fin n) ℝ} (hL : IsUnitLower L)
    (d : Fin n → ℝ) :
    (∀ x : Fin n → ℝ, x ≠ 0 → 0 < x ⬝ᵥ (ldl L d *ᵥ x)) ↔ ∀ k, 0 < d k := by
  have hdet : IsUnit (Lᵀ).det := by
    rw [det_transpose, det_unitLower hL]
    exact isUnit_one
  constructor
  · intro h k
    -- probe the form with the vector that `Lᵀ` sends to the `k`-th unit vector
    obtain ⟨x, hx⟩ : ∃ x : Fin n → ℝ, Lᵀ *ᵥ x = Pi.single k 1 :=
      ⟨(Lᵀ)⁻¹ *ᵥ Pi.single k 1, by
        rw [Matrix.mulVec_mulVec, Matrix.mul_nonsing_inv _ hdet, Matrix.one_mulVec]⟩
    have hx0 : x ≠ 0 := by
      intro h0
      rw [h0, Matrix.mulVec_zero] at hx
      have := congrFun hx k
      simp at this
    have hpos := h x hx0
    rw [quadratic_form, hx, Finset.sum_eq_single k] at hpos
    · simpa using hpos
    · intro i _ hi
      simp [hi]
    · intro hk
      exact absurd (Finset.mem_univ k) hk
  · intro h x hx
    have hy : Lᵀ *ᵥ x ≠ 0 := by
      intro h0
      apply hx
      calc x = (Lᵀ)⁻¹ *ᵥ (Lᵀ *ᵥ x) := by
            rw [Matrix.mulVec_mulVec, Matrix.nonsing_inv_mul _ hdet, Matrix.one_mulVec]
        _ = 0 := by rw [h0, Matrix.mulVec_zero]
    obtain ⟨i, hi⟩ := Function.ne_iff.mp hy
    have hi' : (Lᵀ *ᵥ x) i ≠ 0 := hi
    rw [quadratic_form]
    exact Finset.sum_pos' (fun j _ => mul_nonneg (h j).le (sq_nonneg _))
      ⟨i, Finset.mem_univ i, mul_pos (h i) (by positivity)⟩

/-- The quadratic form of `L D Lᵀ` is positive on nonzero vectors exactly when all leading
principal minors are positive. -/
theorem posDef_iff_minors_pos {L : Matrix (Fin n) (Fin n) ℝ} (hL : IsUnitLower L)
    (d : Fin n → ℝ) :
    (∀ x : Fin n → ℝ, x ≠ 0 → 0 < x ⬝ᵥ (ldl L d *ᵥ x)) ↔
      ∀ (k : ℕ) (hk : k ≤ n), 0 < leadingMinor (ldl L d) k hk := by
  rw [posDef_iff_pivots_pos hL]
  constructor
  · intro h k hk
    rw [leadingMinor_ldl hL]
    exact Finset.prod_pos fun i _ => h _
  · intro h k
    have h1 := h (k + 1) (Nat.succ_le_of_lt k.isLt)
    rw [leadingMinor_succ hL] at h1
    exact (mul_pos_iff_of_pos_left (h k k.isLt.le)).mp h1

/-- An explicit symmetric 2 by 2 matrix with its unit lower triangular factor and pivots 4, 2. -/
theorem ldl_witness :
    IsUnitLower !![1, 0; 1 / 2, 1] ∧
      ldl !![1, 0; 1 / 2, 1] ![4, 2] = !![4, 2; 2, 3] := by
  refine ⟨⟨?_, ?_⟩, ?_⟩
  · intro i
    fin_cases i <;> simp
  · intro i j h
    fin_cases i <;> fin_cases j <;> first | exact absurd h (by decide) | rfl
  · ext i j
    rw [ldl_apply]
    fin_cases i <;> fin_cases j <;> simp [Fin.sum_univ_two] <;> norm_num

end

end LDLPivots
```

```lean
#print axioms LDLPivots.pivot_eq_ratio
#print axioms LDLPivots.minors_vanish_for_every_second_pivot
#print axioms LDLPivots.pivots_unique
#print axioms LDLPivots.posDef_iff_minors_pos
```

```
'LDLPivots.pivot_eq_ratio' depends on axioms: [propext, Classical.choice, Quot.sound]
'LDLPivots.minors_vanish_for_every_second_pivot' depends on axioms: [propext, Classical.choice, Quot.sound]
'LDLPivots.pivots_unique' depends on axioms: [propext, Classical.choice, Quot.sound]
'LDLPivots.posDef_iff_minors_pos' depends on axioms: [propext, Classical.choice, Quot.sound]
```

## How the proof follows the algebra

`ldl_apply` is the entry formula for $A_{ij}$, and `det_unitLower` gives $\det L=1$ from the determinant of a triangular matrix. The restriction to a leading block is `ldl_leading_block`. There, `Fintype.sum_of_injective` compares the sum over the block's pivots with the sum over all pivots, which leaves one thing to show: a term whose index `m` lies outside the block is zero. The intermediate statement `him` establishes $i<m$, and `hL.upper` then supplies the zero of $L$.

`leadingMinor_ldl` first checks that the leading block of $L$ is unit lower triangular. It then rewrites the determinant of the product as a product of determinants, in which the two triangular factors are one. `leadingMinor_succ` separates the last factor with `Fin.prod_univ_castSucc`, and `pivot_eq_ratio` cancels the nonzero $M_k$. For the family $\mathrm{diag}(0,t)$, `minors_vanish_for_every_second_pivot` applies the product formula and points to the factor $d_0=0$.

In `pivots_unique`, the statement `key` is the equality of the columns of $LD$ and $L'D'$, proved by strong induction on the column index. The equation `hs` says that the difference of the two sums for the entry $(i,k)$ is zero. `Finset.sum_eq_single k` reduces it to the term $m=k$, once all other terms are shown to vanish. For $m<k$ this is the chain of equalities above, carried out by `linear_combination` with the induction hypothesis used in rows $i$ and $k$; for $m>k$ it is triangularity.

`quadratic_form` moves one factor $L$ across the dot product, which turns the form into the weighted sum of squares. In `posDef_iff_pivots_pos`, the forward direction builds the probing vector as $(L^T)^{-1}e_k$, and the backward direction uses the same inverse to show that $L^Tx\ne0$. At least one square is then positive and the others are nonnegative, which is what `Finset.sum_pos'` needs. `posDef_iff_minors_pos` replaces the form by the pivots and then passes between pivots and minors, using the product formula one way and the one-step recursion the other.

Finally, `ldl_witness` checks a factorization with a nonzero off-diagonal entry:

$$\begin{pmatrix}4&2\\2&3\end{pmatrix}=\begin{pmatrix}1&0\\ \tfrac12&1\end{pmatrix}\begin{pmatrix}4&0\\0&2\end{pmatrix}\begin{pmatrix}1&\tfrac12\\0&1\end{pmatrix}.$$

Its minors are $M_0=1$, $M_1=4$ and $M_2=8$, and their ratios return the pivots $4$ and $2$.
